# The second moment about the origin of a displaced one-dimensional Gaussian

For real `b > 0` and any real `X`, the declaration states that x² exp(−b(x − X)²) is integrable over the real line and that its integral is (X² + 1/(2b))√(π/b). This is the second moment about the origin of an unnormalised Gaussian centred at X; dividing by the Gaussian's own integral, √(π/b), gives the mean square position X² + 1/(2b) for the Gaussian taken as a probability density. The proof moves the centre to the origin by setting u = x − X, then writes the new integrand as a multiple of exp(−bu²) minus a multiple of the derivative of (u + 2X) exp(−bu²). The derivative integrates to zero, so only the standard Gaussian integral is left.

As first written in Lean, the proof fails:

```lean
import Mathlib

open MeasureTheory Set Filter Topology Real

namespace GaussianSecondMoment

noncomputable section

/-- The second moment about the origin of a Gaussian of exponent `b > 0` centred at `X`. -/
theorem gaussian_second_moment {b : ℝ} (hb : 0 < b) (X : ℝ) :
    Integrable (fun x : ℝ => x ^ 2 * Real.exp (-b * (x - X) ^ 2)) ∧
    ∫ x : ℝ, x ^ 2 * Real.exp (-b * (x - X) ^ 2) = (X ^ 2 + 1 / (2 * b)) * √(π / b) := by
  have h0 := integrable_exp_neg_mul_sq hb
  have h1 := integrable_mul_exp_neg_mul_sq hb
  have h2 : Integrable fun x : ℝ => x ^ 2 * Real.exp (-b * x ^ 2) := by
    simpa using integrable_rpow_mul_exp_neg_mul_sq hb (s := 2) (by norm_num)
  -- a total derivative integrates to zero
  have hF : ∀ x : ℝ, HasDerivAt (fun x => (x + 2 * X) * Real.exp (-b * x ^ 2))
      (Real.exp (-b * x ^ 2) - 2 * b * (x ^ 2 * Real.exp (-b * x ^ 2)
        + 2 * X * (x * Real.exp (-b * x ^ 2)))) x := by
    intro x
    have he : HasDerivAt (fun x : ℝ => Real.exp (-b * x ^ 2))
        (Real.exp (-b * x ^ 2) * (-b * (2 * x))) x := by
      simpa using ((hasDerivAt_pow 2 x).const_mul (-b)).exp
    exact (((hasDerivAt_id' x).add_const (2 * X)).fun_mul he).congr_deriv (by ring)
  have hi := h0.sub ((h2.add (h1.const_mul (2 * X))).const_mul (2 * b))
  have hz := integral_eq_zero_of_hasDerivAt_of_integrable hF hi
    ((h1.add (h0.const_mul (2 * X))).congr (.of_forall fun x => by dsimp; ring))
  have hf : (fun u : ℝ => (u + X) ^ 2 * Real.exp (-b * u ^ 2)) = fun u =>
      (X ^ 2 + 1 / (2 * b)) * Real.exp (-b * u ^ 2) - 1 / (2 * b) *
      (Real.exp (-b * u ^ 2) - 2 * b * (u ^ 2 * Real.exp (-b * u ^ 2)
        + 2 * X * (u * Real.exp (-b * u ^ 2)))) := by
    funext u
    field_simp
    ring
  have hI : Integrable (fun u : ℝ => (u + X) ^ 2 * Real.exp (-b * u ^ 2)) := by
    rw [hf]
    exact (h0.const_mul _).sub (hi.const_mul _)
  have hV : ∫ u : ℝ, (u + X) ^ 2 * Real.exp (-b * u ^ 2)
      = (X ^ 2 + 1 / (2 * b)) * √(π / b) := by
    rw [hf, integral_sub (h0.const_mul _) (hi.const_mul _), integral_const_mul,
      integral_const_mul, hz, integral_gaussian]
    ring
  have h := integral_sub_right_eq_self (μ := volume)
    (fun u : ℝ => (u + X) ^ 2 * Real.exp (-b * u ^ 2)) X
  simp only [sub_add_cancel] at h
  exact ⟨by simpa only [sub_add_cancel] using hI.comp_sub_right X, h.trans hV⟩

end

end GaussianSecondMoment
```

The error:

```
Main.lean:41:12: error: Tactic `rewrite` failed: Did not find an occurrence of the pattern
  ∫ (a : ℝ),
    ?m.1201 * rexp (-b * a ^ 2) -
      ?m.1208 *
        ((fun x => rexp (-b * x ^ 2)) - fun x =>
            2 * b * ((fun x => x ^ 2 * rexp (-b * x ^ 2)) + fun x => 2 * X * (x * rexp (-b * x ^ 2))) x)
          a
in the target expression
  ∫ (u : ℝ),
      (X ^ 2 + 1 / (2 * b)) * rexp (-b * u ^ 2) -
        1 / (2 * b) * (rexp (-b * u ^ 2) - 2 * b * (u ^ 2 * rexp (-b * u ^ 2) + 2 * X * (u * rexp (-b * u ^ 2)))) =
    (X ^ 2 + 1 / (2 * b)) * √(π / b)

b : ℝ
hb : 0 < b
X : ℝ
h0 : Integrable (fun x => rexp (-b * x ^ 2)) volume
h1 : Integrable (fun x => x * rexp (-b * x ^ 2)) volume
h2 : Integrable (fun x => x ^ 2 * rexp (-b * x ^ 2)) volume
hF :
  ∀ (x : ℝ),
    HasDerivAt (fun x => (x + 2 * X) * rexp (-b * x ^ 2))
      (rexp (-b * x ^ 2) - 2 * b * (x ^ 2 * rexp (-b * x ^ 2) + 2 * X * (x * rexp (-b * x ^ 2)))) x
hi :
  Integrable
    ((fun x => rexp (-b * x ^ 2)) - fun x =>
      2 * b * ((fun x => x ^ 2 * rexp (-b * x ^ 2)) + fun x => 2 * X * (x * rexp (-b * x ^ 2))) x)
    volume
hz : ∫ (x : ℝ), rexp (-b * x ^ 2) - 2 * b * (x ^ 2 * rexp (-b * x ^ 2) + 2 * X * (x * rexp (-b * x ^ 2))) = 0
hf :
  (fun u => (u + X) ^ 2 * rexp (-b * u ^ 2)) = fun u =>
    (X ^ 2 + 1 / (2 * b)) * rexp (-b * u ^ 2) -
      1 / (2 * b) * (rexp (-b * u ^ 2) - 2 * b * (u ^ 2 * rexp (-b * u ^ 2) + 2 * X * (u * rexp (-b * u ^ 2))))
hI : Integrable (fun u => (u + X) ^ 2 * rexp (-b * u ^ 2)) volume
⊢ ∫ (u : ℝ),
      (X ^ 2 + 1 / (2 * b)) * rexp (-b * u ^ 2) -
        1 / (2 * b) * (rexp (-b * u ^ 2) - 2 * b * (u ^ 2 * rexp (-b * u ^ 2) + 2 * X * (u * rexp (-b * u ^ 2)))) =
    (X ^ 2 + 1 / (2 * b)) * √(π / b)
```

Cause. The error is in the proof of `hV`, where `rw` cannot find the left side of `integral_sub` in the goal. The lemma's pattern is built from the type of `hi`, which had been left to Lean to infer. `Integrable.sub` and `Integrable.add` gave it as a difference and a sum of whole functions, so the pattern contains `((fun x => …) - fun x => …) a`, while the goal subtracts and adds the values at each point. The two forms are equal by definition, but `rw` looks for its pattern without unfolding the function-level operations, and so finds no match. The `exact` in `hI` accepts the same `hi` because it checks the types up to definitional equality.

The repair states the type of `hi` explicitly, in the pointwise form that the goal has. The proof term is unchanged, and Lean accepts it at the new type because the two forms are definitionally equal. `hi.const_mul _` then gives `integral_sub` a pattern that matches the goal, and the rewrite goes through.

Fix (accepted with no message):

```diff
@@ -24,5 +24,7 @@
       simpa using ((hasDerivAt_pow 2 x).const_mul (-b)).exp
     exact (((hasDerivAt_id' x).add_const (2 * X)).fun_mul he).congr_deriv (by ring)
-  have hi := h0.sub ((h2.add (h1.const_mul (2 * X))).const_mul (2 * b))
+  have hi : Integrable (fun x : ℝ => Real.exp (-b * x ^ 2) - 2 * b *
+      (x ^ 2 * Real.exp (-b * x ^ 2) + 2 * X * (x * Real.exp (-b * x ^ 2)))) :=
+    h0.sub ((h2.add (h1.const_mul (2 * X))).const_mul (2 * b))
   have hz := integral_eq_zero_of_hasDerivAt_of_integrable hF hi
     ((h1.add (h0.const_mul (2 * X))).congr (.of_forall fun x => by dsimp; ring))
```
